# In a two-band model, the absolute Berry curvature is at most the trace of the quantum metric

The lower band is described here by a matrix field rather than by Bloch vectors with a phase to fix: $P(x,y)=\tfrac12(1-d\cdot\sigma)$, where $d(x,y)$ is a real unit vector with three components and $\sigma$ stands for the three Pauli matrices. The Berry curvature and the trace of the quantum metric are then defined from the entrywise derivatives of $P$, and the file below computes both and compares them at a point where $d$ has partial derivatives.

```lean
import Mathlib

open Matrix

namespace TwoBandGeometry

noncomputable section

/-- The traceless two-band Hamiltonian `n · σ`, written out entry by entry. -/
def pauliDot (n : Fin 3 → ℝ) : Matrix (Fin 2) (Fin 2) ℂ :=
  !![(n 2 : ℂ), (n 0 : ℂ) - Complex.I * (n 1 : ℂ);
     (n 0 : ℂ) + Complex.I * (n 1 : ℂ), -(n 2 : ℂ)]

/-- The matrix `P = (1 - n · σ) / 2`. -/
def lowerProj (n : Fin 3 → ℝ) : Matrix (Fin 2) (Fin 2) ℂ :=
  (1 / 2 : ℂ) • (1 - pauliDot n)

/-- The entrywise derivative of a matrix depending on one real parameter. -/
def matDeriv (A : ℝ → Matrix (Fin 2) (Fin 2) ℂ) (t : ℝ) : Matrix (Fin 2) (Fin 2) ℂ :=
  Matrix.of fun i j => deriv (fun s => A s i j) t

/-- The Berry curvature `F = i tr (P [P_x, P_y])` of a matrix field `P(x, y)`. -/
def berryCurvature (P : ℝ → ℝ → Matrix (Fin 2) (Fin 2) ℂ) (x y : ℝ) : ℂ :=
  Complex.I * trace (P x y *
    (matDeriv (fun s => P s y) x * matDeriv (fun s => P x s) y
      - matDeriv (fun s => P x s) y * matDeriv (fun s => P s y) x))

/-- The trace of the quantum metric, `(tr P_x² + tr P_y²) / 2`. -/
def metricTrace (P : ℝ → ℝ → Matrix (Fin 2) (Fin 2) ℂ) (x y : ℝ) : ℂ :=
  (trace (matDeriv (fun s => P s y) x * matDeriv (fun s => P s y) x)
    + trace (matDeriv (fun s => P x s) y * matDeriv (fun s => P x s) y)) / 2

/-- For a unit vector `n`, the Hamiltonian `n · σ` acts on the range of `P` as `-1`. -/
theorem pauliDot_mul_lowerProj {n : Fin 3 → ℝ} (hn : n ⬝ᵥ n = 1) :
    pauliDot n * lowerProj n = -lowerProj n := by
  simp only [dotProduct, Fin.sum_univ_three] at hn
  have hc : (n 0 : ℂ) * n 0 + (n 1 : ℂ) * n 1 + (n 2 : ℂ) * n 2 = 1 := by
    exact_mod_cast hn
  -- the Hamiltonian squares to one
  have hsq : pauliDot n * pauliDot n = 1 := by
    ext i j
    fin_cases i <;> fin_cases j <;> simp [pauliDot, Matrix.mul_apply, Fin.sum_univ_two]
    all_goals first
      | ring1
      | linear_combination hc - (n 1 : ℂ) ^ 2 * Complex.I_sq
  rw [lowerProj, mul_smul_comm, mul_sub, mul_one, hsq, ← smul_neg, neg_sub]

/-- If the vector `γ` moves with velocity `u`, then `P` moves with velocity `-(u · σ) / 2`. -/
theorem matDeriv_lowerProj {γ : ℝ → Fin 3 → ℝ} {u : Fin 3 → ℝ} {t : ℝ}
    (h : HasDerivAt γ u t) :
    matDeriv (fun s => lowerProj (γ s)) t = (-1 / 2 : ℂ) • pauliDot u := by
  have h0 := (hasDerivAt_pi.1 h 0).ofReal_comp
  have h1 := (hasDerivAt_pi.1 h 1).ofReal_comp
  have h2 := (hasDerivAt_pi.1 h 2).ofReal_comp
  have hσ : ∀ i j, HasDerivAt (fun s => pauliDot (γ s) i j) (pauliDot u i j) t := by
    intro i j
    fin_cases i <;> fin_cases j
    · exact h2
    · exact h0.fun_sub (h1.const_mul Complex.I)
    · exact h0.fun_add (h1.const_mul Complex.I)
    · exact h2.fun_neg
  ext i j
  have key := ((hσ i j).const_sub ((1 : Matrix (Fin 2) (Fin 2) ℂ) i j)).const_mul (1 / 2 : ℂ)
  refine Eq.trans key.deriv ?_
  rw [Matrix.smul_apply, smul_eq_mul]
  ring

/-- For the matrix field `P = (1 - d · σ) / 2`, with `d` of any length, the quantity `i tr (P [P_x,
P_y])` is half the triple product `d · (d_x × d_y)`. -/
theorem berryCurvature_eq {d : ℝ → ℝ → Fin 3 → ℝ} {u v : Fin 3 → ℝ} {x y : ℝ}
    (hx : HasDerivAt (fun s => d s y) u x) (hy : HasDerivAt (fun s => d x s) v y) :
    berryCurvature (fun a b => lowerProj (d a b)) x y
      = ((d x y ⬝ᵥ (u ⨯₃ v) / 2 : ℝ) : ℂ) := by
  have hX := matDeriv_lowerProj hx
  have hY := matDeriv_lowerProj hy
  simp only [berryCurvature, hX, hY]
  simp [lowerProj, pauliDot, Matrix.trace_fin_two, Matrix.mul_apply, Fin.sum_univ_two,
    cross_apply, dotProduct, Fin.sum_univ_three]
  ring_nf
  simp only [Complex.I_sq]
  ring

/-- For the matrix field `P = (1 - d · σ) / 2`, with `d` of any length, the quantity `(tr P_x² + tr
P_y²) / 2` is `(|d_x|² + |d_y|²) / 4`. -/
theorem metricTrace_eq {d : ℝ → ℝ → Fin 3 → ℝ} {u v : Fin 3 → ℝ} {x y : ℝ}
    (hx : HasDerivAt (fun s => d s y) u x) (hy : HasDerivAt (fun s => d x s) v y) :
    metricTrace (fun a b => lowerProj (d a b)) x y = (((u ⬝ᵥ u + v ⬝ᵥ v) / 4 : ℝ) : ℂ) := by
  have hX := matDeriv_lowerProj hx
  have hY := matDeriv_lowerProj hy
  simp only [metricTrace, hX, hY]
  simp [pauliDot, Matrix.trace_fin_two, dotProduct, Fin.sum_univ_three]
  ring_nf
  simp only [Complex.I_sq]
  ring

/-- A vector that keeps unit length is orthogonal to its velocity. -/
theorem unit_orthogonal_velocity {γ : ℝ → Fin 3 → ℝ} {u : Fin 3 → ℝ} {t : ℝ}
    (hunit : ∀ s, γ s ⬝ᵥ γ s = 1) (h : HasDerivAt γ u t) : γ t ⬝ᵥ u = 0 := by
  have h0 := hasDerivAt_pi.1 h 0
  have h1 := hasDerivAt_pi.1 h 1
  have h2 := hasDerivAt_pi.1 h 2
  have key := ((h0.fun_mul h0).fun_add (h1.fun_mul h1)).fun_add (h2.fun_mul h2)
  have hc : (fun s => γ s 0 * γ s 0 + γ s 1 * γ s 1 + γ s 2 * γ s 2) = fun _ => (1 : ℝ) := by
    funext s
    have hs := hunit s
    simp only [dotProduct, Fin.sum_univ_three] at hs
    exact hs
  rw [hc] at key
  have hz := key.unique (hasDerivAt_const t (1 : ℝ))
  simp only [dotProduct, Fin.sum_univ_three]
  linarith

/-- Completing the square: for a unit vector `n` orthogonal to `u`, the combinations
`(|u|² + |v|²) / 4 ∓ n · (u × v) / 2` equal `|v ∓ n × u|² / 4`. -/
theorem complete_square {n u : Fin 3 → ℝ} (v : Fin 3 → ℝ) (hn : n ⬝ᵥ n = 1)
    (hu : n ⬝ᵥ u = 0) :
    (u ⬝ᵥ u + v ⬝ᵥ v) / 4 - n ⬝ᵥ (u ⨯₃ v) / 2
        = (v - n ⨯₃ u) ⬝ᵥ (v - n ⨯₃ u) / 4 ∧
    (u ⬝ᵥ u + v ⬝ᵥ v) / 4 + n ⬝ᵥ (u ⨯₃ v) / 2
        = (v + n ⨯₃ u) ⬝ᵥ (v + n ⨯₃ u) / 4 := by
  simp only [dotProduct, Fin.sum_univ_three] at hn hu
  constructor <;>
  · simp only [cross_apply, dotProduct, Fin.sum_univ_three, Pi.sub_apply, Pi.add_apply,
      Matrix.cons_val]
    linear_combination (-(u 0 * u 0 + u 1 * u 1 + u 2 * u 2) / 4) * hn
      + ((n 0 * u 0 + n 1 * u 1 + n 2 * u 2) / 4) * hu

/-- For a differentiable unit field `d(x, y)`, the lower band has Berry curvature
`d · (d_x × d_y) / 2`, and its absolute value is at most the trace of the quantum metric. -/
theorem curvature_le_metricTrace {d : ℝ → ℝ → Fin 3 → ℝ} {u v : Fin 3 → ℝ} {x y : ℝ}
    (hd : ∀ a b, d a b ⬝ᵥ d a b = 1)
    (hx : HasDerivAt (fun s => d s y) u x) (hy : HasDerivAt (fun s => d x s) v y) :
    berryCurvature (fun a b => lowerProj (d a b)) x y
        = ((d x y ⬝ᵥ (u ⨯₃ v) / 2 : ℝ) : ℂ) ∧
    ‖berryCurvature (fun a b => lowerProj (d a b)) x y‖
        ≤ (metricTrace (fun a b => lowerProj (d a b)) x y).re := by
  refine ⟨berryCurvature_eq hx hy, ?_⟩
  have hu : d x y ⬝ᵥ u = 0 :=
    unit_orthogonal_velocity (γ := fun s => d s y) (t := x) (fun s => hd s y) hx
  obtain ⟨h1, h2⟩ := complete_square v (hd x y) hu
  have hpos : ∀ w : Fin 3 → ℝ, 0 ≤ w ⬝ᵥ w := fun w =>
    Finset.sum_nonneg fun i _ => mul_self_nonneg (w i)
  have p1 := hpos (v - d x y ⨯₃ u)
  have p2 := hpos (v + d x y ⨯₃ u)
  rw [berryCurvature_eq hx hy, metricTrace_eq hx hy, Complex.norm_real, Real.norm_eq_abs,
    Complex.ofReal_re, abs_le]
  constructor <;> linarith

/-- The bound is saturated exactly when `d_y` is `d_x` turned by a right angle about `d`,
in one sense or the other. -/
theorem curvature_eq_metricTrace_iff {d : ℝ → ℝ → Fin 3 → ℝ} {u v : Fin 3 → ℝ} {x y : ℝ}
    (hd : ∀ a b, d a b ⬝ᵥ d a b = 1)
    (hx : HasDerivAt (fun s => d s y) u x) (hy : HasDerivAt (fun s => d x s) v y) :
    ‖berryCurvature (fun a b => lowerProj (d a b)) x y‖
        = (metricTrace (fun a b => lowerProj (d a b)) x y).re
      ↔ v = d x y ⨯₃ u ∨ v = -(d x y ⨯₃ u) := by
  have hu : d x y ⬝ᵥ u = 0 :=
    unit_orthogonal_velocity (γ := fun s => d s y) (t := x) (fun s => hd s y) hx
  obtain ⟨h1, h2⟩ := complete_square v (hd x y) hu
  have hpos : ∀ w : Fin 3 → ℝ, 0 ≤ w ⬝ᵥ w := fun w =>
    Finset.sum_nonneg fun i _ => mul_self_nonneg (w i)
  have pu := hpos u
  have pv := hpos v
  rw [berryCurvature_eq hx hy, metricTrace_eq hx hy, Complex.norm_real, Real.norm_eq_abs,
    Complex.ofReal_re]
  constructor
  · intro h
    -- one of the two squares has to vanish
    rcases abs_choice (d x y ⬝ᵥ (u ⨯₃ v) / 2) with hc | hc
    · left
      exact sub_eq_zero.1 (dotProduct_self_eq_zero.1 (by linarith))
    · right
      exact eq_neg_of_add_eq_zero_left (dotProduct_self_eq_zero.1 (by linarith))
  · rintro (h | h)
    · rw [sub_eq_zero.2 h, zero_dotProduct] at h1
      rw [abs_of_nonneg (by linarith)]
      linarith
    · have hz : v + d x y ⨯₃ u = 0 := by
        rw [h]
        exact neg_add_cancel _
      rw [hz, zero_dotProduct] at h2
      rw [abs_of_nonpos (by linarith)]
      linarith

/-- The unit field with polar angle `x` and azimuthal angle `y`. -/
def sphereField (x y : ℝ) : Fin 3 → ℝ :=
  ![Real.sin x * Real.cos y, Real.sin x * Real.sin y, Real.cos x]

/-- The field `sphereField` has unit length, Berry curvature `sin x / 2` and metric trace
`(1 + sin² x) / 4`. -/
theorem sphereField_witness (x y : ℝ) :
    sphereField x y ⬝ᵥ sphereField x y = 1 ∧
    berryCurvature (fun a b => lowerProj (sphereField a b)) x y
        = ((Real.sin x / 2 : ℝ) : ℂ) ∧
    metricTrace (fun a b => lowerProj (sphereField a b)) x y
        = (((1 + Real.sin x ^ 2) / 4 : ℝ) : ℂ) := by
  have hx : HasDerivAt (fun s => sphereField s y)
      ![Real.cos x * Real.cos y, Real.cos x * Real.sin y, -Real.sin x] x := by
    rw [hasDerivAt_pi]
    intro i
    fin_cases i
    · exact (Real.hasDerivAt_sin x).mul_const (Real.cos y)
    · exact (Real.hasDerivAt_sin x).mul_const (Real.sin y)
    · exact Real.hasDerivAt_cos x
  have hy : HasDerivAt (fun s => sphereField x s)
      ![Real.sin x * -Real.sin y, Real.sin x * Real.cos y, 0] y := by
    rw [hasDerivAt_pi]
    intro i
    fin_cases i
    · exact (Real.hasDerivAt_cos y).const_mul (Real.sin x)
    · exact (Real.hasDerivAt_sin y).const_mul (Real.sin x)
    · exact hasDerivAt_const y (Real.cos x)
  have tx := Real.sin_sq_add_cos_sq x
  have ty := Real.sin_sq_add_cos_sq y
  refine ⟨?_, ?_, ?_⟩
  · simp only [sphereField, dotProduct, Fin.sum_univ_three, Matrix.cons_val]
    linear_combination Real.sin x ^ 2 * ty + tx
  · rw [berryCurvature_eq hx hy]
    congr 1
    simp only [sphereField, cross_apply, dotProduct, Fin.sum_univ_three, Matrix.cons_val]
    linear_combination (Real.sin x * (Real.sin y ^ 2 + Real.cos y ^ 2) / 2) * tx
      + (Real.sin x / 2) * ty
  · rw [metricTrace_eq hx hy]
    congr 1
    simp only [dotProduct, Fin.sum_univ_three, Matrix.cons_val]
    linear_combination ((Real.sin x ^ 2 + Real.cos x ^ 2) / 4) * ty + (1 / 4) * tx

end

end TwoBandGeometry
```

```lean
#print axioms TwoBandGeometry.pauliDot_mul_lowerProj
#print axioms TwoBandGeometry.curvature_le_metricTrace
#print axioms TwoBandGeometry.curvature_eq_metricTrace_iff
```

```
'TwoBandGeometry.pauliDot_mul_lowerProj' depends on axioms: [propext, Classical.choice, Quot.sound]
'TwoBandGeometry.curvature_le_metricTrace' depends on axioms: [propext, Classical.choice, Quot.sound]
'TwoBandGeometry.curvature_eq_metricTrace_iff' depends on axioms: [propext, Classical.choice, Quot.sound]
```

## Curvature, metric and the bound between them

Write $u=d_x$ and $v=d_y$ for the partial derivatives of $d$ at the point $(x,y)$, and $P_x$, $P_y$ for those of $P$. The Berry curvature $F$ and the trace $T$ of the quantum metric are

$$F=i\,\mathrm{tr}\,(P[P_x,P_y]),\qquad T=\tfrac12\left(\mathrm{tr}\,P_x^2+\mathrm{tr}\,P_y^2\right).$$

The theorem `curvature_le_metricTrace` says that $F=\tfrac12\,d\cdot(u\times v)$ and $|F|\le T$. The theorem `curvature_eq_metricTrace_iff` adds that $|F|=T$ exactly when $v=d\times u$ or $v=-(d\times u)$: the two derivatives have equal length and are perpendicular, or both vanish.

In Lean, a vector is a function `Fin 3 → ℝ`, whose components 0, 1 and 2 multiply the Pauli matrices in their usual order in `pauliDot`. The dot and cross products are `⬝ᵥ` and `⨯₃`. The functions `berryCurvature` and `metricTrace` accept any field of complex $2\times2$ matrices and return complex numbers, so the bound uses the norm of the first and the real part of the second. For this $P$ both values are real. The hypotheses `hx` and `hy` say that $u$ and $v$ really are the partial derivatives; this matters because Lean's `deriv` returns zero where no derivative exists.

## Which band model this describes

The Hamiltonian is $d\cdot\sigma$, with levels $\pm1$. A general two-band Hamiltonian $\varepsilon+h\cdot\sigma$ with $h\neq0$ has the same lower eigenvector once $d=h/|h|$, since neither the shift $\varepsilon$ nor the positive factor $|h|$ changes eigenvectors. The unit-length hypothesis `hd` therefore stands for a gap that is open at all $(x,y)$.

Take a two-dimensional tight-binding crystal of non-interacting electrons with two bands, and let $x$ and $y$ be Cartesian momenta. Suppose that the position operator is diagonal in the orbitals and that the Bloch phases include the orbital positions. Then $T$ is, up to a constant factor, the integrand of the gauge-invariant part of the lower band's Wannier spread, so the Berry curvature at a momentum sets a lower bound on that momentum's contribution. The theorems are pointwise: they contain no Brillouin zone, no integral and no Chern number. The sign of $F$ follows the definition above; the opposite convention leaves the bound unchanged.

## From Pauli algebra to a completed square

**The lower level.** For unit $d$, $(d\cdot\sigma)^2=1$, hence

$$(d\cdot\sigma)P=\tfrac12(d\cdot\sigma-1)=-P.$$

This is `pauliDot_mul_lowerProj`, which checks the square entry by entry. It puts the range of $P$ in the level at $-1$. It also gives $P^2=\tfrac12\big(P-(d\cdot\sigma)P\big)=P$, and $P$ is Hermitian with trace 1, so $P$ is the projector onto that level. This last step is made here by hand and not in the file; the bound itself does not use the lemma.

**Derivatives.** Since $P$ is affine in $d$,

$$P_x=-\tfrac12\,u\cdot\sigma,\qquad P_y=-\tfrac12\,v\cdot\sigma.$$

The lemma `matDeriv_lowerProj` obtains this by differentiating each component of $d$ and assembling the four matrix entries.

**Traces.** The Pauli product rule is $(a\cdot\sigma)(b\cdot\sigma)=a\cdot b+i(a\times b)\cdot\sigma$. It gives $[P_x,P_y]=\tfrac{i}{2}(u\times v)\cdot\sigma$. The Pauli matrices are traceless and the identity has trace 2, so

$$F=i\cdot\tfrac12\cdot\tfrac{i}{2}\,\mathrm{tr}\big((1-d\cdot\sigma)\,(u\times v)\cdot\sigma\big)=-\tfrac14\big(-2\,d\cdot(u\times v)\big)=\tfrac12\,d\cdot(u\times v).$$

Likewise $\mathrm{tr}\,P_x^2=\tfrac12|u|^2$ and $\mathrm{tr}\,P_y^2=\tfrac12|v|^2$, so $T=\tfrac14(|u|^2+|v|^2)$. In `berryCurvature_eq` and `metricTrace_eq`, Lean writes out the matrix entries and simplifies with $i^2=-1$ instead of invoking the product rule. Neither lemma needs $d$ to have unit length.

**Orthogonality.** Differentiating $d\cdot d=1$ with respect to $x$ gives $2\,d\cdot u=0$. In `unit_orthogonal_velocity` the same function is differentiated once by the product rule and once as a constant, and the two results must agree.

**The square.** Because $|d|=1$ and $d\cdot u=0$,

$$|d\times u|^2=|d|^2|u|^2-(d\cdot u)^2=|u|^2.$$

With $v\cdot(d\times u)=d\cdot(u\times v)$, expanding the square gives

$$\tfrac14|v\mp d\times u|^2=\tfrac14(|u|^2+|v|^2)\mp\tfrac12\,d\cdot(u\times v)=T\mp F.$$

This is `complete_square`; the two terms in its `linear_combination` supply the uses of $|d|=1$ and $d\cdot u=0$.

Both squares are nonnegative, so $-T\le F\le T$, which `abs_le` and `linarith` turn into the bound. If $|F|=T$, then $F=T$ or $F=-T$, and the corresponding square vanishes, giving $v=d\times u$ or $v=-(d\times u)$. Conversely, either relation makes one square zero, so $F=\pm T$, and $T\ge0$ gives $|F|=T$. The case split on the sign of $F$ is `abs_choice`.

## Numbers on the sphere, and a vector that is too long

The field `sphereField` has polar angle $x$ and azimuthal angle $y$. The theorem `sphereField_witness` gives $F=\tfrac12\sin x$ and $T=\tfrac14(1+\sin^2x)$.

At $x=\pi/6$, $y=0$,

$$d=\left(\tfrac12,0,\tfrac{\sqrt3}{2}\right),\quad u=\left(\tfrac{\sqrt3}{2},0,-\tfrac12\right),\quad v=\left(0,\tfrac12,0\right).$$

Then $u\times v=(\tfrac14,0,\tfrac{\sqrt3}{4})$, so $F=\tfrac14$, while $T=\tfrac5{16}$. The difference is $\tfrac1{16}$, in agreement with $d\times u=(0,1,0)$ and $\tfrac14|v-d\times u|^2=\tfrac1{16}$. On the equator, $x=\pi/2$, both quantities equal $\tfrac12$.

Without unit length the bound can fail. Double the field and take $x=\pi/2$, $y=0$: now $d=(2,0,0)$, $u=(0,0,-2)$ and $v=(0,2,0)$. The trace formulas still apply and give $F=4$ but $T=2$. The matrix $P$ then has eigenvalues $-\tfrac12$ and $\tfrac32$, so it is no longer a projector.
